# Semicanonical orbitals exist for every finite Hermitian Fock matrix, and can diagonalise all of it exactly when its orbital spaces are uncoupled

Q: After a complete-active-space calculation, and before second-order perturbation theory, I diagonalise the core, active and virtual blocks of the Fock matrix separately. I take the eigenvalues as orbital energies. What exactly am I entitled to assume about the matrix afterwards?

A: That each diagonal block is diagonal, with real entries. The blocks between different spaces are still there, unless they were zero before you started. In a finite orthonormal orbital basis, this means that neglecting them in a zeroth-order Hamiltonian is an approximation to the one-electron operator, and no choice of orbitals within the spaces turns it into an identity.

Q: Show me by hand first.

A: Write $f_{kl}$ for the block of $f$ that couples space $k$ to space $l$. Let $U$ be unitary with no elements between different spaces, and let $U_k$ be its block in space $k$. Then
$$(U^\dagger f U)_{kl}=\sum_{m,n}(U_{mk})^\dagger f_{mn}U_{nl}=U_k^\dagger f_{kl}U_l,$$
because $U_{mk}=0$ for $m\neq k$ and $U_{nl}=0$ for $n\neq l$.

Each $f_{kk}$ is Hermitian, so the spectral theorem gives a unitary $V_k$ and real energies $\varepsilon_{k,i}$ with $V_k^\dagger f_{kk}V_k=\mathrm{diag}(\varepsilon_{k,i})$. Put the $V_k$ along the diagonal of one large matrix $U$. It is unitary, since $U^\dagger U$ has diagonal blocks $V_k^\dagger V_k=1$ and no others. By the block formula, every diagonal block of $U^\dagger fU$ is now diagonal.

For the whole matrix, suppose first that some such $U$ makes $D=U^\dagger fU$ diagonal. Then $D$ has no elements between spaces. Since $UU^\dagger=1$, we have $f=UDU^\dagger$, a product of three block-diagonal matrices. Such a product is block diagonal: in $(AB)_{pq}=\sum_r A_{pr}B_{rq}$, with $p$ and $q$ in different spaces, $r$ can't share a space with both, so each term vanishes. Hence $f_{kl}=0$ for $k\neq l$. Conversely, if these blocks vanish, the semicanonical $U$ leaves them zero and diagonalises the rest, so all of $U^\dagger fU$ is diagonal.

Q: Give me numbers.

A: Take one core orbital, two active orbitals and no virtual ones, with
$$f=\begin{pmatrix}-5&1&1\\1&0&1\\1&1&0\end{pmatrix}.$$
The active block has normalised eigenvectors $(1,1)/\sqrt2$ and $(1,-1)/\sqrt2$, with eigenvalues $1$ and $-1$. Using them as the new active orbitals gives
$$U^\dagger fU=\begin{pmatrix}-5&\sqrt2&0\\\sqrt2&1&0\\0&0&-1\end{pmatrix}.$$
The semicanonical energies are $-5$, $1$ and $-1$. The core–active row has changed from $(1,1)$ to $(\sqrt2,0)$, but its norm is still $\sqrt2$. A rotation within the spaces can redistribute the coupling but can't remove it.

Q: Now the formal version. How does it know which orbital belongs to which space?

A: The label of an orbital is a pair: a space `k : ι` and an orbital `i : o k` within it. The type `Σ k, o k` collects these pairs. There are finitely many spaces, each with its own finite number of orbitals, possibly none.

In Lean 4 with Mathlib:

```lean
import Mathlib

open Matrix

namespace SemicanonicalOrbitals

noncomputable section

variable {ι : Type*} {o : ι → Type*} [Fintype ι] [DecidableEq ι]
  [∀ k, Fintype (o k)] [∀ k, DecidableEq (o k)]
```

Q: And the blocks?

A: `block A k l` keeps the rows from space `k` and the columns from space `l`. It is the $f_{kl}$ above when `A` is `f`, and it may be rectangular.

```lean
/-- The block of a matrix that couples the orbitals of space `k` to those of space `l`. -/
def block {ι : Type*} {o : ι → Type*} (A : Matrix (Σ k, o k) (Σ k, o k) ℂ) (k l : ι) :
    Matrix (o k) (o l) ℂ :=
  A.submatrix (Sigma.mk k) (Sigma.mk l)
```

Q: What says that two spaces are uncoupled?

A: The next condition does. In it `p` and `q` are full orbital labels, and `p.1` is the space of `p`. The matrix element must vanish whenever the spaces differ; nothing is asked of elements within a space.

```lean
/-- A matrix without any element between orbitals of different spaces. -/
def IsBlockDiagonal {ι : Type*} {o : ι → Type*}
    (A : Matrix (Σ k, o k) (Σ k, o k) ℂ) : Prop :=
  ∀ p q, p.1 ≠ q.1 → A p q = 0
```

Q: Then a permitted rotation is a unitary with that property?

A: Yes. This excludes core–active, core–virtual and active–virtual mixing, while leaving every unitary rotation within a space available.

```lean
/-- A unitary orbital rotation that does not mix different spaces. -/
def IsBlockUnitary (U : Matrix (Σ k, o k) (Σ k, o k) ℂ) : Prop :=
  U ∈ Matrix.unitaryGroup (Σ k, o k) ℂ ∧ IsBlockDiagonal U
```

Q: Which convention do you use for the transformed Fock matrix?

A: The columns of $U$ are the new orbitals expanded in the old ones, so the matrix becomes $U^\dagger fU$. There is no overlap matrix: the original orbitals are taken to be orthonormal.

```lean
/-- The Fock matrix `f` in the orbitals given by the columns of `U`. -/
def rotate (f U : Matrix (Σ k, o k) (Σ k, o k) ℂ) : Matrix (Σ k, o k) (Σ k, o k) ℂ :=
  Uᴴ * f * U
```

Q: Is `f` really a Fock matrix, then? I see no density and no integrals.

A: It is any complex matrix, and the theorems that need it assume that it is Hermitian. That hypothesis stands for a self-adjoint effective one-electron operator. How the operator was built from a reference state, and whether the orbitals were optimised, is not modelled. The operator is also held fixed while the orbitals rotate, as it is in your step after the active-space calculation; only its matrix changes, to $U^\dagger fU$. The many-electron wavefunction and the perturbation energy don't appear.

Q: Fair enough. Where does the proof start?

A: With the product argument. For an intermediate orbital `r`, the code asks whether `r` lies in the space of `p`. If it does, the second factor vanishes; if not, the first does.

```lean
omit [∀ k, DecidableEq (o k)] in
/-- Products of block-diagonal matrices are block diagonal. -/
theorem IsBlockDiagonal.mul {A B : Matrix (Σ k, o k) (Σ k, o k) ℂ}
    (hA : IsBlockDiagonal A) (hB : IsBlockDiagonal B) : IsBlockDiagonal (A * B) := by
  intro p q hpq
  rw [Matrix.mul_apply]
  refine Finset.sum_eq_zero fun r _ => ?_
  by_cases h : p.1 = r.1
  · rw [hB r q (fun h' => hpq (h.trans h')), mul_zero]
  · rw [hA p r h, zero_mul]
```

The adjoint exchanges the two labels and conjugates the element, so a zero between spaces stays a zero.

```lean
/-- The adjoint of a block-diagonal matrix is block diagonal. -/
theorem IsBlockDiagonal.adjoint {ι : Type*} {o : ι → Type*}
    {A : Matrix (Σ k, o k) (Σ k, o k) ℂ}
    (hA : IsBlockDiagonal A) : IsBlockDiagonal Aᴴ := by
  intro p q hpq
  rw [Matrix.conjTranspose_apply, hA q p (Ne.symm hpq), star_zero]
```

Q: Where is the formula $U_k^\dagger f_{kl}U_l$?

A: It is the next theorem. The step called `right` removes every term in the sum over spaces except the one in `l`, and `left` does the same for `k`. Only the block structure of `U` is used here, not its unitarity.

```lean
omit [DecidableEq ι] [∀ k, DecidableEq (o k)] in
/-- For a block-diagonal `U`, the block of `Uᴴ * f * U` between spaces `k` and `l` is that block of
`f`, multiplied on the left by the adjoint of the diagonal block of `U` in `k` and on the right by
the diagonal block of `U` in `l`. -/
theorem block_rotate (f : Matrix (Σ k, o k) (Σ k, o k) ℂ)
    {U : Matrix (Σ k, o k) (Σ k, o k) ℂ} (hU : IsBlockDiagonal U) (k l : ι) :
    block (rotate f U) k l = (block U k k)ᴴ * block f k l * block U l l := by
  -- a block-diagonal factor on the right acts within the column space
  have right : block (Uᴴ * f * U) k l = block (Uᴴ * f) k l * block U l l := by
    ext i j
    simp only [block, Matrix.submatrix_apply, Matrix.mul_apply (M := Uᴴ * f),
      Matrix.mul_apply (M := (Uᴴ * f).submatrix (Sigma.mk k) (Sigma.mk l)),
      Fintype.sum_sigma]
    exact Finset.sum_eq_single l
      (fun m _ hm => Finset.sum_eq_zero fun x _ => by rw [hU ⟨m, x⟩ ⟨l, j⟩ hm, mul_zero])
      (fun h => absurd (Finset.mem_univ l) h)
  -- a block-diagonal factor on the left acts within the row space
  have left : block (Uᴴ * f) k l = (block U k k)ᴴ * block f k l := by
    ext i j
    simp only [block, Matrix.submatrix_apply, Matrix.mul_apply,
      Matrix.conjTranspose_apply, Fintype.sum_sigma]
    exact Finset.sum_eq_single k
      (fun m _ hm => Finset.sum_eq_zero fun x _ => by
        rw [hU ⟨m, x⟩ ⟨k, i⟩ hm, star_zero, zero_mul])
      (fun h => absurd (Finset.mem_univ k) h)
  rw [rotate, right, left]
```

Q: And the diagonalisation within one space?

A: Mathlib's spectral theorem supplies $A=V\,\mathrm{diag}(\varepsilon)\,V^\dagger$. Multiplying by $V^\dagger$ on the left and $V$ on the right, and using $V^\dagger V=1$ twice, gives the form we want. The type `n → ℝ` of `ε` records that the energies are real.

```lean
/-- A Hermitian matrix is brought to diagonal form with real entries by a unitary matrix. -/
theorem exists_orbital_energies {n : Type*} [Fintype n] [DecidableEq n]
    (A : Matrix n n ℂ) (hA : A.IsHermitian) :
    ∃ (V : Matrix n n ℂ) (ε : n → ℝ),
      Vᴴ * V = 1 ∧ Vᴴ * A * V = diagonal (fun i => (ε i : ℂ)) := by
  obtain ⟨V, ε, hV, h⟩ : ∃ (V : Matrix n n ℂ) (ε : n → ℝ),
      Vᴴ * V = 1 ∧ A = V * diagonal (fun i => (ε i : ℂ)) * Vᴴ :=
    ⟨(hA.eigenvectorUnitary : Matrix n n ℂ), hA.eigenvalues,
      Matrix.mem_unitaryGroup_iff'.mp hA.eigenvectorUnitary.2, by
        exact hA.spectral_theorem⟩
  refine ⟨V, ε, hV, ?_⟩
  calc Vᴴ * A * V = (Vᴴ * V) * diagonal (fun i => (ε i : ℂ)) * (Vᴴ * V) := by
        rw [h]; simp only [Matrix.mul_assoc]
    _ = diagonal (fun i => (ε i : ℂ)) := by rw [hV, one_mul, mul_one]
```

Q: So the first main result should follow by assembling these.

A: It does. In words: for every Hermitian `f` there are a unitary `U` that doesn't mix the spaces and real energies `ε k i` such that, for each space `k`, the block of $U^\dagger fU$ within `k` is the diagonal matrix of those energies.

The proof uses `choose` to select a rotation and energies for every space, and `blockDiagonal'` to place the rotations along the diagonal. One part checks unitarity block by block; the other applies `block_rotate`.

```lean
/-- Semicanonical orbitals exist: a rotation within the spaces makes every diagonal block of a
Hermitian Fock matrix diagonal, with real orbital energies `ε`. -/
theorem exists_semicanonical {f : Matrix (Σ k, o k) (Σ k, o k) ℂ} (hf : f.IsHermitian) :
    ∃ (U : Matrix (Σ k, o k) (Σ k, o k) ℂ) (ε : ∀ k, o k → ℝ), IsBlockUnitary U ∧
      ∀ k, block (rotate f U) k k = diagonal (fun i => (ε k i : ℂ)) := by
  -- diagonalise space by space, then assemble the rotations
  choose V ε hV hd using fun k =>
    exists_orbital_energies (block f k k) (hf.submatrix (Sigma.mk k))
  have hB : IsBlockDiagonal (blockDiagonal' V) := by
    rintro ⟨k, i⟩ ⟨l, j⟩ h
    exact Matrix.blockDiagonal'_apply_ne V i j h
  refine ⟨blockDiagonal' V, ε, ⟨?_, hB⟩, fun k => ?_⟩
  · rw [Matrix.mem_unitaryGroup_iff', Matrix.star_eq_conjTranspose,
      Matrix.blockDiagonal'_conjTranspose, ← Matrix.blockDiagonal'_mul,
      show (fun k => (V k)ᴴ * V k) = 1 from funext hV, Matrix.blockDiagonal'_one]
  · have hk : block (blockDiagonal' V) k k = V k := by
      ext i j
      exact Matrix.blockDiagonal'_apply_eq V k i j
    rw [block_rotate f hB, hk, hd]
```

Q: Does it tell me that the orbitals are unique, or sorted by energy?

A: No, it states existence only. Phases remain free in any case, and so do rotations among degenerate orbitals of the same space.

Q: What about the couplings? I want to be sure that no clever rotation hides them.

A: The next theorem says that the rotated matrix is free of couplings between spaces exactly when the original one is. The forward direction rotates back, through $f=U(U^\dagger fU)U^\dagger$, and uses the two lemmas on products and adjoints. The other direction uses the same lemmas on $U^\dagger fU$ itself.

```lean
/-- A rotation within the spaces neither creates nor removes the property that different spaces
are uncoupled. -/
theorem rotate_isBlockDiagonal_iff (f : Matrix (Σ k, o k) (Σ k, o k) ℂ)
    {U : Matrix (Σ k, o k) (Σ k, o k) ℂ} (hU : IsBlockUnitary U) :
    IsBlockDiagonal (rotate f U) ↔ IsBlockDiagonal f := by
  constructor
  · intro h
    have h1 : U * Uᴴ = 1 := Matrix.mem_unitaryGroup_iff.mp hU.1
    -- rotate back to the original orbitals
    have back : U * rotate f U * Uᴴ = f := by
      calc U * rotate f U * Uᴴ = (U * Uᴴ) * f * (U * Uᴴ) := by
            simp only [rotate, Matrix.mul_assoc]
        _ = f := by rw [h1, one_mul, mul_one]
    rw [← back]
    exact (hU.2.mul h).mul hU.2.adjoint
  · intro h
    exact (hU.2.adjoint.mul h).mul hU.2
```

Q: And full diagonalisation?

A: That is the criterion. For Hermitian `f`, a permitted rotation with `(rotate f U).IsDiag`, meaning that all off-diagonal elements vanish, exists if and only if `f` has no element between different spaces.

From left to right, a diagonal matrix is in particular block diagonal, and the previous theorem carries this back to `f`. From right to left, the proof takes the semicanonical `U` and considers two different orbitals. If they share a space, their element vanishes because that diagonal block is diagonal. If they don't, it vanishes because the rotation created no coupling.

```lean
/-- A rotation within the spaces that diagonalises the whole Hermitian Fock matrix exists if and
only if the Fock matrix has no element between different spaces. -/
theorem exists_canonical_iff {f : Matrix (Σ k, o k) (Σ k, o k) ℂ} (hf : f.IsHermitian) :
    (∃ U, IsBlockUnitary U ∧ (rotate f U).IsDiag) ↔ IsBlockDiagonal f := by
  constructor
  · rintro ⟨U, hU, hD⟩
    exact (rotate_isBlockDiagonal_iff f hU).mp
      fun p q hpq => hD (fun h => hpq (congrArg Sigma.fst h))
  · intro h
    obtain ⟨U, ε, hU, hd⟩ := exists_semicanonical hf
    refine ⟨U, hU, ?_⟩
    rintro ⟨k, i⟩ ⟨l, j⟩ hpq
    by_cases hkl : k = l
    · subst hkl
      have hij : i ≠ j := fun e => hpq (by rw [e])
      have e := congrFun (congrFun (hd k) i) j
      rw [Matrix.diagonal_apply_ne _ hij] at e
      exact e
    · exact (rotate_isBlockDiagonal_iff f hU).mpr h ⟨k, i⟩ ⟨l, j⟩ hkl
```

Q: A unitary that mixes the spaces would still diagonalise my coupled matrix, wouldn't it?

A: Certainly. Every Hermitian matrix is diagonalised by some unitary, and if the matrix couples the spaces, that unitary mixes them. The obstruction concerns only rotations that respect the partition. Mixing core, active and virtual orbitals would in general change the spaces on which your reference wavefunction was built.

Q: So far `ι` is abstract. I have three particular spaces.

A: They are introduced as a type with three values,

```lean
/-- The three orbital spaces of an active-space calculation. -/
inductive OrbitalSpace
  | core
  | active
  | virtual
  deriving DecidableEq

open OrbitalSpace
```

and the list of those values is declared complete, so that the general theorems apply.

```lean
instance : Fintype OrbitalSpace where
  elems := {core, active, virtual}
  complete := fun x => by cases x <;> simp
```

Q: With three spaces there are six off-diagonal blocks. Must I test them all?

A: Three are enough. Hermiticity gives $f_{lk}=f_{kl}^\dagger$, so the core–active, core–virtual and active–virtual blocks determine the other three. The theorem states the criterion in terms of these.

Its proof starts from the general criterion and runs through the nine pairs of spaces. Three pairs have equal spaces and are excluded, three are covered by the hypotheses `h1`, `h2` and `h3`, and the last three follow by conjugation through `e'`.

```lean
/-- For core, active and virtual orbitals, a rotation within the spaces diagonalises the whole
Fock matrix if and only if the core-active, core-virtual and active-virtual blocks vanish. -/
theorem core_active_virtual_iff {s : OrbitalSpace → Type*} [∀ k, Fintype (s k)]
    [∀ k, DecidableEq (s k)] {f : Matrix (Σ k, s k) (Σ k, s k) ℂ} (hf : f.IsHermitian) :
    (∃ U, IsBlockUnitary U ∧ (rotate f U).IsDiag) ↔
      block f core active = 0 ∧ block f core virtual = 0 ∧ block f active virtual = 0 := by
  rw [exists_canonical_iff hf]
  constructor
  · intro h
    refine ⟨?_, ?_, ?_⟩ <;> ext i j <;> exact h ⟨_, i⟩ ⟨_, j⟩ (by simp)
  · rintro ⟨h1, h2, h3⟩ ⟨k, i⟩ ⟨l, j⟩ hkl
    have e : ∀ {a b : OrbitalSpace}, block f a b = 0 → ∀ x y, f ⟨a, x⟩ ⟨b, y⟩ = 0 :=
      fun h x y => congrFun (congrFun h x) y
    -- Hermiticity supplies the three transposed blocks
    have e' : ∀ {a b : OrbitalSpace}, block f a b = 0 → ∀ x y, f ⟨b, y⟩ ⟨a, x⟩ = 0 := by
      intro a b h x y
      rw [← hf.apply ⟨b, y⟩ ⟨a, x⟩, e h x y, star_zero]
    cases k <;> cases l <;>
      first
        | exact absurd rfl hkl
        | exact e h1 i j
        | exact e h2 i j
        | exact e h3 i j
        | exact e' h1 j i
        | exact e' h2 j i
        | exact e' h3 j i
```

Q: If one of my spaces is empty, as in your numerical example?

A: Then the blocks involving it have no elements and vanish automatically. In that example only the core–active block matters, and it is nonzero.

Q: Last doubt: is there a formal case in which the condition isn't met, so that no permitted rotation diagonalises the whole matrix?

A: Yes, with one orbital in each space and every element of `f` equal to one. A permitted rotation can then only multiply each orbital by a phase, so every coupling keeps modulus one. The code reaches the same conclusion through the three-block criterion: the core–active block would have to be zero, which would give $1=0$.

```lean
/-- With one orbital in each space and all Fock matrix elements equal to one, no rotation within
the spaces diagonalises the whole Fock matrix. -/
theorem no_canonical_of_all_ones :
    ¬ ∃ U, IsBlockUnitary U ∧
      (rotate (Matrix.of fun _ _ : (Σ _ : OrbitalSpace, Unit) => (1 : ℂ)) U).IsDiag := by
  have hf : (Matrix.of fun _ _ : (Σ _ : OrbitalSpace, Unit) => (1 : ℂ)).IsHermitian := by
    ext p q
    simp [Matrix.conjTranspose_apply]
  rw [core_active_virtual_iff hf]
  rintro ⟨h, -, -⟩
  have e : (1 : ℂ) = 0 := congrFun (congrFun h ()) ()
  exact one_ne_zero e

end

end SemicanonicalOrbitals
```

```lean
#print axioms SemicanonicalOrbitals.exists_semicanonical
#print axioms SemicanonicalOrbitals.no_canonical_of_all_ones
```

```
'SemicanonicalOrbitals.exists_semicanonical' depends on axioms: [propext, Classical.choice, Quot.sound]
'SemicanonicalOrbitals.no_canonical_of_all_ones' depends on axioms: [propext, Classical.choice, Quot.sound]
```
